# Angular dipolar hyperfine coefficients of a d_x²−y² hole: 2/7, 2/7 and −4/7

**Q.** Which conventions are in force before any integral is done?

**A.** The polar angle $t$ runs from $0$ to $\pi$ and the azimuth $p$ from $0$ to $2\pi$. The direction from nucleus to hole is $n=(\sin t\cos p,\ \sin t\sin p,\ \cos t)$. Lean numbers its components 0, 1, 2, so I write $n_0,n_1,n_2$ for $x,y,z$. At distance $r$, the dipolar coupling of the hole's spin $S$ to the nuclear spin $I$ is proportional to $[3(S\cdot n)(I\cdot n)-S\cdot I]/r^3$. The coefficients in the title are therefore the angular averages of $3n_i^2-1$ for $i=0,1,2$.

```lean
import Mathlib

open Real Matrix

namespace CopperHoleDipolar

noncomputable section

/-- The unit vector with polar angle `t` and azimuth `p`. -/
def direction (t p : ℝ) : Fin 3 → ℝ := ![sin t * cos p, sin t * sin p, cos t]
```

The hole has the unnormalised angular density $w=\sin^4 t\cos^2 2p$.

```lean
/-- The unnormalized angular density of a hole in the d_x2-y2 orbital. -/
def holeDensity (t p : ℝ) : ℝ := sin t ^ 4 * cos (2 * p) ^ 2
```

A sphere integral is an iterated integral with area factor $\sin t$.

```lean
/-- The integral over the unit sphere, with area element `sin t dt dp`. -/
def sphereIntegral (f : ℝ → ℝ → ℝ) : ℝ :=
  ∫ t in (0 : ℝ)..π, ∫ p in (0 : ℝ)..(2 * π), f t p * sin t
```

The average $\langle f\rangle$ is the integral of $f\,w$ divided by that of $w$.

```lean
/-- The average of a function of direction, weighted by the normalized hole density. -/
def holeAverage (f : (Fin 3 → ℝ) → ℝ) : ℝ :=
  sphereIntegral (fun t p => f (direction t p) * holeDensity t p) / sphereIntegral holeDensity
```

**Q.** Why should I believe that this weight is the orbital's?

**A.** The angular function of d_x²−y² is proportional to $n_0^2-n_1^2=\sin^2 t\,(\cos^2 p-\sin^2 p)=\sin^2 t\cos 2p$. Its square is $w$, and the first theorem says so.

```lean
/-- The hole density is the square of the angular function `n_x² - n_y²`. -/
theorem holeDensity_eq (t p : ℝ) :
    holeDensity t p = (direction t p 0 ^ 2 - direction t p 1 ^ 2) ^ 2 := by
  show sin t ^ 4 * cos (2 * p) ^ 2 = ((sin t * cos p) ^ 2 - (sin t * sin p) ^ 2) ^ 2
  rw [Real.cos_two_mul']
  ring
```

**Q.** Show me the calculation by hand.

**A.** Take the azimuth first. We have $\int_0^{2\pi}\cos^2 2p\,dp=\pi$. Since $\cos^2 p=(1+\cos 2p)/2$ and $\cos^3 2p$ integrates to zero,

$$\int_0^{2\pi}\cos^2 p\,\cos^2 2p\,dp=\frac{\pi}{2},$$

and likewise for $\sin^2 p$. The product $\sin p\cos p=\tfrac12\sin 2p$ gives zero. So do single factors $\cos p$ and $\sin p$, which change sign under $p\to p+\pi$ while the weight does not.

For the polar angle, put $u=\cos t$:

$$\int_0^\pi\sin^5 t\,dt=\int_{-1}^1(1-u^2)^2du=\frac{16}{15},\qquad \int_0^\pi\sin^7 t\,dt=\int_{-1}^1(1-u^2)^3du=\frac{32}{35}.$$

Their difference is $\int_0^\pi\cos^2 t\sin^5 t\,dt=16/105$. The normalisation is therefore $16\pi/15$, and

$$\langle n_0^2\rangle=\langle n_1^2\rangle=\frac{(\pi/2)(32/35)}{16\pi/15}=\frac37,\qquad \langle n_2^2\rangle=\frac{16\pi/105}{16\pi/15}=\frac17.$$

Multiplying by 3 and subtracting 1 gives $2/7,\ 2/7,\ -4/7$. The mixed averages $\langle n_in_j\rangle$, $i\ne j$, vanish by the azimuthal integrals.

**Q.** How does Lean evaluate the integrals without trusting a table?

**A.** It is given an antiderivative and checks it. `HasDerivAt` lemmas differentiate the candidate term by term. Then `congr_deriv` lets us replace the resulting derivative by the integrand, provided we prove the two equal. `linear_combination` does that from the trigonometric identities supplied. Finally `intervalIntegral.integral_eq_sub_of_hasDerivAt`, the fundamental theorem of calculus, turns the integral into endpoint values. A wrong antiderivative would fail at the equality.

In the azimuthal lemma, `A` to `F` are arbitrary coefficients, and only the term linear in the angle survives at the endpoints.

```lean
/-- The azimuthal integral of a quadratic expression in `cos p` and `sin p`,
weighted by `cos² 2p`. -/
theorem azimuthal_integral (A B C D E F : ℝ) :
    ∫ p in (0 : ℝ)..(2 * π), (A * cos p ^ 2 + B * sin p ^ 2 + C * (sin p * cos p)
      + D * cos p + E * sin p + F) * cos (2 * p) ^ 2 = π * ((A + B) / 2 + F) := by
  -- an explicit antiderivative
  have key : ∀ p : ℝ, HasDerivAt (fun x : ℝ =>
      ((A + B) / 2 + F) * (x / 2 + sin (2 * x) * cos (2 * x) / 4)
      + (A - B) * (sin (2 * x) / 4 - sin (2 * x) ^ 3 / 12)
      - C * (cos (2 * x) ^ 3 / 12)
      + D * (sin x - 4 / 3 * sin x ^ 3 + 4 / 5 * sin x ^ 5)
      - E * (cos x - 4 / 3 * cos x ^ 3 + 4 / 5 * cos x ^ 5))
      ((A * cos p ^ 2 + B * sin p ^ 2 + C * (sin p * cos p)
      + D * cos p + E * sin p + F) * cos (2 * p) ^ 2) p := by
    intro p
    have hs := Real.hasDerivAt_sin p
    have hc := Real.hasDerivAt_cos p
    have hu : HasDerivAt (fun x : ℝ => sin (2 * x)) (2 * cos (2 * p)) p :=
      (((hasDerivAt_id' p).const_mul (2 : ℝ)).sin).congr_deriv (by ring)
    have hv : HasDerivAt (fun x : ℝ => cos (2 * x)) (-2 * sin (2 * p)) p :=
      (((hasDerivAt_id' p).const_mul (2 : ℝ)).cos).congr_deriv (by ring)
    have hG := ((hasDerivAt_id' p).div_const 2).fun_add ((hu.fun_mul hv).div_const 4)
    have hK := (hu.div_const 4).fun_sub ((hu.fun_pow 3).div_const 12)
    have hV := (hv.fun_pow 3).div_const 12
    have hD := (hs.fun_sub ((hs.fun_pow 3).const_mul (4 / 3))).fun_add
      ((hs.fun_pow 5).const_mul (4 / 5))
    have hE := (hc.fun_sub ((hc.fun_pow 3).const_mul (4 / 3))).fun_add
      ((hc.fun_pow 5).const_mul (4 / 5))
    refine (((((hG.const_mul ((A + B) / 2 + F)).fun_add (hK.const_mul (A - B))).fun_sub
      (hV.const_mul C)).fun_add (hD.const_mul D)).fun_sub (hE.const_mul E)).congr_deriv ?_
    -- double-angle relations reduce the derivative to the integrand
    have h1 : sin (2 * p) ^ 2 = 1 - cos (2 * p) ^ 2 := Real.sin_sq _
    have h2 : cos p ^ 2 = (1 + cos (2 * p)) / 2 := by rw [Real.cos_two_mul]; ring
    have h3 : sin p ^ 2 = (1 - cos (2 * p)) / 2 := by
      rw [Real.cos_two_mul, Real.sin_sq]; ring
    have h4 : sin p * cos p = sin (2 * p) / 2 := by rw [Real.sin_two_mul]; ring
    have h5 : (1 - 2 * sin p ^ 2) ^ 2 = cos (2 * p) ^ 2 := by rw [h3]; ring
    have h6 : (1 - 2 * cos p ^ 2) ^ 2 = cos (2 * p) ^ 2 := by rw [h2]; ring
    linear_combination
      (-(A * (1 / 4 + cos (2 * p) / 2) + B * (1 / 4 - cos (2 * p) / 2) + F / 2)) * h1
      - A * cos (2 * p) ^ 2 * h2 - B * cos (2 * p) ^ 2 * h3 - C * cos (2 * p) ^ 2 * h4
      + D * cos p * h5 + E * sin p * h6
  rw [intervalIntegral.integral_eq_sub_of_hasDerivAt (fun p _ => key p)
    (Continuous.intervalIntegrable (by fun_prop) _ _)]
  have e1 : sin (2 * (2 * π)) = 0 := by rw [Real.sin_two_mul, Real.sin_two_pi]; ring
  have e2 : cos (2 * (2 * π)) = 1 := by rw [Real.cos_two_mul, Real.cos_two_pi]; norm_num
  simp only [e1, e2, Real.sin_two_pi, Real.cos_two_pi, mul_zero, Real.sin_zero, Real.cos_zero]
  ring
```

The polar lemma works in the same way, with a polynomial in $\cos t$.

```lean
/-- The polar integral of a quadratic expression in `sin t` and `cos t`, weighted by `sin⁵ t`. -/
theorem polar_integral (X Y Z : ℝ) :
    ∫ t in (0 : ℝ)..π, (X * sin t ^ 2 + Y * cos t ^ 2 + Z) * sin t ^ 5
      = 32 / 35 * X + 16 / 105 * Y + 16 / 15 * Z := by
  have key : ∀ t : ℝ, HasDerivAt (fun x : ℝ =>
      (-(X + Z)) * cos x + (2 * (X + Z) - (Y - X)) / 3 * cos x ^ 3
      + (2 * (Y - X) - (X + Z)) / 5 * cos x ^ 5 + (-(Y - X) / 7) * cos x ^ 7)
      ((X * sin t ^ 2 + Y * cos t ^ 2 + Z) * sin t ^ 5) t := by
    intro t
    have hc := Real.hasDerivAt_cos t
    refine ((((hc.const_mul (-(X + Z))).fun_add
      ((hc.fun_pow 3).const_mul ((2 * (X + Z) - (Y - X)) / 3))).fun_add
      ((hc.fun_pow 5).const_mul ((2 * (Y - X) - (X + Z)) / 5))).fun_add
      ((hc.fun_pow 7).const_mul (-(Y - X) / 7))).congr_deriv ?_
    have h2 : sin t ^ 2 = 1 - cos t ^ 2 := Real.sin_sq t
    have h4 : sin t ^ 4 = (1 - cos t ^ 2) ^ 2 := by rw [← h2]; ring
    linear_combination (-(sin t * (X * sin t ^ 2 + Y * cos t ^ 2 + Z))) * h4
      - sin t * (1 - cos t ^ 2) ^ 2 * X * h2
  rw [intervalIntegral.integral_eq_sub_of_hasDerivAt (fun t _ => key t)
    (Continuous.intervalIntegrable (by fun_prop) _ _)]
  simp only [Real.cos_pi, Real.cos_zero]
  ring
```

**Q.** Where do the two meet?

**A.** In the integral of $3(a\cdot n)(b\cdot n)-c$, for any real vectors $a,b$ and constant $c$. The proof expands the dot products, applies the azimuthal lemma at fixed $t$, then the polar one.

```lean
/-- The density-weighted sphere integral of `3 (a·n)(b·n) - c`. -/
theorem sphereIntegral_bilinear (a b : Fin 3 → ℝ) (c : ℝ) :
    sphereIntegral (fun t p =>
      (3 * (a ⬝ᵥ direction t p) * (b ⬝ᵥ direction t p) - c) * holeDensity t p)
      = 16 * π / 105 * (3 * (3 * (a 0 * b 0) + 3 * (a 1 * b 1) + a 2 * b 2) - 7 * c) := by
  have dot : ∀ (v : Fin 3 → ℝ) (t p : ℝ), v ⬝ᵥ direction t p
      = v 0 * (sin t * cos p) + v 1 * (sin t * sin p) + v 2 * cos t := by
    intro v t p
    simp [dotProduct, Fin.sum_univ_three, direction]
  -- integrate over the azimuth first
  have inner : ∀ t : ℝ, ∫ p in (0 : ℝ)..(2 * π),
      (3 * (a ⬝ᵥ direction t p) * (b ⬝ᵥ direction t p) - c) * holeDensity t p * sin t
      = (3 * π * (a 0 * b 0 + a 1 * b 1) / 2 * sin t ^ 2
        + 3 * π * (a 2 * b 2) * cos t ^ 2 + -(π * c)) * sin t ^ 5 := by
    intro t
    have h := azimuthal_integral (3 * a 0 * b 0 * sin t ^ 7) (3 * a 1 * b 1 * sin t ^ 7)
      (3 * (a 0 * b 1 + a 1 * b 0) * sin t ^ 7)
      (3 * (a 0 * b 2 + a 2 * b 0) * sin t ^ 6 * cos t)
      (3 * (a 1 * b 2 + a 2 * b 1) * sin t ^ 6 * cos t)
      ((3 * a 2 * b 2 * cos t ^ 2 - c) * sin t ^ 5)
    refine (intervalIntegral.integral_congr (fun p _ => ?_)).trans (h.trans (by ring))
    simp only [dot, holeDensity]
    ring
  simp only [sphereIntegral, inner]
  rw [polar_integral]
  ring
```

Setting $a=b=0$ and $c=-1$ leaves the density alone, hence the normalisation.

```lean
/-- The hole density integrates to `16π/15` over the unit sphere. -/
theorem holeDensity_integral : sphereIntegral holeDensity = 16 * π / 15 := by
  calc sphereIntegral holeDensity
      = sphereIntegral (fun t p => (3 * ((0 : Fin 3 → ℝ) ⬝ᵥ direction t p)
          * ((0 : Fin 3 → ℝ) ⬝ᵥ direction t p) - (-1)) * holeDensity t p) := by
        congr 1
        funext t p
        simp
    _ = 16 * π / 15 := by
        rw [sphereIntegral_bilinear]
        simp only [Pi.zero_apply]
        ring
```

It is positive, so the division is genuine.

```lean
/-- The hole average of `3 (a·n)(b·n) - c` for arbitrary vectors `a`, `b` and constant `c`. -/
theorem holeAverage_bilinear (a b : Fin 3 → ℝ) (c : ℝ) :
    holeAverage (fun n => 3 * (a ⬝ᵥ n) * (b ⬝ᵥ n) - c)
      = 3 * (3 * (a 0 * b 0) + 3 * (a 1 * b 1) + a 2 * b 2) / 7 - c := by
  simp only [holeAverage]
  rw [sphereIntegral_bilinear, holeDensity_integral, div_eq_iff (by positivity)]
  ring
```

**Q.** Is the result really a tensor, or just three numbers?

**A.** A tensor: coordinate unit vectors for $a$ and $b$ pick out every entry of $\langle 3n_in_j-\delta_{ij}\rangle$, including the zeros.

```lean
/-- The hole average of `3 n_i n_j - δ_ij` is the diagonal tensor with entries
`2/7`, `2/7` and `-4/7`. -/
theorem dipolar_tensor (i j : Fin 3) :
    holeAverage (fun n => 3 * n i * n j - if i = j then 1 else 0)
      = !![2 / 7, 0, 0; 0, 2 / 7, 0; 0, 0, -4 / 7] i j := by
  -- read off the components with coordinate unit vectors
  have h := holeAverage_bilinear (Pi.single i 1) (Pi.single j 1) (if i = j then 1 else 0)
  simp only [single_one_dotProduct] at h
  rw [h]
  fin_cases i <;> fin_cases j <;> simp [Fin.ext_iff] <;> norm_num
```

The three coefficients are its diagonal.

```lean
/-- The hole averages of `3n_x² - 1`, `3n_y² - 1` and `3n_z² - 1` are
`2/7`, `2/7` and `-4/7`. -/
theorem dipolar_coefficients :
    holeAverage (fun n => 3 * n 0 ^ 2 - 1) = 2 / 7 ∧
    holeAverage (fun n => 3 * n 1 ^ 2 - 1) = 2 / 7 ∧
    holeAverage (fun n => 3 * n 2 ^ 2 - 1) = -4 / 7 := by
  refine ⟨?_, ?_, ?_⟩
  · simpa [pow_two, mul_assoc] using dipolar_tensor 0 0
  · simpa [pow_two, mul_assoc] using dipolar_tensor 1 1
  · simpa [pow_two, mul_assoc] using dipolar_tensor 2 2
```

**Q.** And is that the hyperfine tensor of copper(II)?

**A.** Only the angular factor of its spin-dipolar part, for one hole in a pure d_x²−y² orbital. In that model an EPR analysis multiplies it by a coupling constant containing $\langle r^{-3}\rangle$. The contact term, spin–orbit contributions and covalency are absent.

**Q.** What about a direction between the axes?

**A.** For a unit vector $b$, set $a=b$ and $c=1$. Using $b_0^2+b_1^2=1-b_2^2$, the average is $\tfrac{9-6b_2^2}{7}-1=\tfrac27(1-3b_2^2)$. This is the tensor's component along $b$, not by itself an observed line splitting.

```lean
/-- For a unit vector `b`, the hole average of `3 (b·n)² - 1` is `(2/7)(1 - 3 b_z²)`. -/
theorem dipolar_along_direction (b : Fin 3 → ℝ) (hb : b ⬝ᵥ b = 1) :
    holeAverage (fun n => 3 * (b ⬝ᵥ n) ^ 2 - 1) = 2 / 7 * (1 - 3 * b 2 ^ 2) := by
  have hf : (fun n : Fin 3 → ℝ => 3 * (b ⬝ᵥ n) ^ 2 - 1)
      = fun n => 3 * (b ⬝ᵥ n) * (b ⬝ᵥ n) - 1 := by
    funext n
    ring
  rw [hf, holeAverage_bilinear]
  simp only [dotProduct, Fin.sum_univ_three] at hb
  linear_combination (9 / 7) * hb

end

end CopperHoleDipolar
```

**Q.** Does the argument reach another orbital?

**A.** Yes, d_xy, though the file does not treat it. Its density is $\sin^4 t\sin^2 2p$, the present one turned by 45° about $z$. A tensor with equal $x$ and $y$ entries and no off-diagonal ones is unchanged by that turn, so the coefficients are again $2/7,\ 2/7,\ -4/7$.

```lean
#print axioms CopperHoleDipolar.holeDensity_eq
#print axioms CopperHoleDipolar.dipolar_coefficients
#print axioms CopperHoleDipolar.dipolar_along_direction
```

```
'CopperHoleDipolar.holeDensity_eq' depends on axioms: [propext, Classical.choice, Quot.sound]
'CopperHoleDipolar.dipolar_coefficients' depends on axioms: [propext, Classical.choice, Quot.sound]
'CopperHoleDipolar.dipolar_along_direction' depends on axioms: [propext, Classical.choice, Quot.sound]
```
